# The operator norm of the spin-$n/2$ raising matrix is $\sqrt{\lfloor (n+1)^2/4\rfloor}$

Take spin 1, with $\hbar=1$ and the basis ordered as $m=1,0,-1$. The raising matrix acts on a vector $v=(v_0,v_1,v_2)$ by

$$J_+v=(\sqrt2\,v_1,\ \sqrt2\,v_2,\ 0),\qquad \|J_+v\|^2=2|v_1|^2+2|v_2|^2\le 2\|v\|^2 .$$

The top component $v_0$ is removed, and each of the others moves up one place and is multiplied by a ladder coefficient, so the squared norm is a weighted sum of the $|v_k|^2$, and the largest weight limits it. Here the weights are $0,2,2$, and the largest is $2=\lfloor 9/4\rfloor$. Equality holds when $v_0=0$, that is, when only $m=0$ and $m=-1$ are occupied. The parts below carry this out for every spin $j=n/2$.

## Basis, matrix and norm

The natural number $n$ is twice the spin, and $n=0$ is allowed. The $n+1$ basis states carry an index $k=0,\dots,n$, which in Lean is an element of `Fin (n + 1)`.

```lean
import Mathlib

open Matrix

namespace LadderMatrixNorm

noncomputable section
```

The magnetic quantum number of state $k$ is $m_k=n/2-k$. Raising $m$ by one therefore lowers the index by one.

```lean
/-- The magnetic quantum number `m = n/2 - k` of the `k`-th basis state of spin `n/2`. -/
def mag (n : ℕ) (k : Fin (n + 1)) : ℝ := (n : ℝ) / 2 - ((k : ℕ) : ℝ)
```

Write $w_k=j(j+1)-m_k(m_k+1)$ for the squared ladder coefficient. It is defined as a real number by the textbook formula; that it is an integer is shown in part (b).

```lean
/-- The squared ladder coefficient `j(j+1) - m(m+1)` for `j = n/2`. -/
def ladderWeight (n : ℕ) (k : Fin (n + 1)) : ℝ :=
  (n : ℝ) / 2 * ((n : ℝ) / 2 + 1) - mag n k * (mag n k + 1)
```

The matrix `Jplus n` has the entry $\sqrt{w_k}$ in row $i$ and column $k$ when $i+1=k$, and zeros elsewhere. This fixes the usual phase convention, with real non-negative ladder coefficients. The matrix elements are taken as the definition and are not derived from the commutation relations.

```lean
/-- The standard spin `n/2` raising matrix, in the basis ordered by decreasing `m`. -/
def Jplus (n : ℕ) : Matrix (Fin (n + 1)) (Fin (n + 1)) ℂ :=
  Matrix.of fun i k =>
    if (i : ℕ) + 1 = (k : ℕ) then ((Real.sqrt (ladderWeight n k) : ℝ) : ℂ) else 0
```

The squared norm is $\|v\|^2=\sum_k|v_k|^2$. Vectors need not be normalised. The sum is written out because the norm that Mathlib attaches to plain functions `Fin (n + 1) → ℂ` is the largest modulus of a component, not the Hilbert-space norm.

```lean
/-- The squared Hilbert-space norm of a spin state. -/
def vecNormSq {n : ℕ} (v : Fin (n + 1) → ℂ) : ℝ := ∑ k, ‖v k‖ ^ 2
```

## (a) When a product reaches a quarter of the squared sum

Show that natural numbers $k$ and $l$ satisfy $kl=\lfloor (k+l)^2/4\rfloor$ exactly when they differ by at most one.

By symmetry let $l=k+d$ with $d\ge0$. Then

$$(k+l)^2=(2k+d)^2=4k(k+d)+d^2,\qquad \left\lfloor\frac{(k+l)^2}{4}\right\rfloor=kl+\left\lfloor\frac{d^2}{4}\right\rfloor .$$

Equality requires $d^2<4$, which means $d\le1$.

In Lean, `/` between natural numbers is division rounded down, so it supplies the floor. The inner statement `aux` is the case $l=k+d$. After the expansion by `ring`, the product is replaced by a single letter `p`, so that `omega` can reduce the equation to $d^2<4$, from which `nlinarith` obtains $d<2$. For the converse, the cases $d=0$ and $d=1$ are checked separately. The final case split on `le_total k l` supplies the symmetry.

```lean
/-- The product of two naturals equals the integer part of a quarter of their squared sum
exactly when they differ by at most one. -/
theorem mul_eq_quarter_iff (k l : ℕ) :
    k * l = (k + l) ^ 2 / 4 ↔ k ≤ l + 1 ∧ l ≤ k + 1 := by
  have aux : ∀ a d : ℕ, a * (a + d) = (a + (a + d)) ^ 2 / 4 ↔ d ≤ 1 := by
    intro a d
    rw [show (a + (a + d)) ^ 2 = 4 * (a * (a + d)) + d * d by ring]
    generalize a * (a + d) = p
    constructor
    · intro h
      have h4 : d * d < 4 := by omega
      have h2 : d < 2 := by nlinarith
      omega
    · intro h
      interval_cases d <;> omega
  rcases le_total k l with h | h
  · obtain ⟨d, rfl⟩ := Nat.exists_eq_add_of_le h
    rw [aux]
    omega
  · obtain ⟨d, rfl⟩ := Nat.exists_eq_add_of_le h
    rw [mul_comm, add_comm (l + d) l, aux]
    omega
```

## (b) The squared ladder coefficient is an integer

Show that $w_k=k(n+1-k)$.

Factor the definition:

$$j(j+1)-m_k(m_k+1)=(j-m_k)(j+m_k+1).$$

With $j=n/2$ and $m_k=n/2-k$, the first factor is $k$ and the second is $n+1-k$.

The right-hand side in Lean is computed in the natural numbers and then read as a real number. The subtraction causes no trouble because $k<n+1$, which is the fact passed to `Nat.cast_sub`. The remaining polynomial identity is closed by `ring`.

```lean
/-- The squared ladder coefficient of the `k`-th state is the integer `k(n+1-k)`. -/
theorem ladderWeight_eq (n : ℕ) (k : Fin (n + 1)) :
    ladderWeight n k = (((k : ℕ) * (n + 1 - (k : ℕ)) : ℕ) : ℝ) := by
  rw [Nat.cast_mul, Nat.cast_sub k.isLt.le]
  push_cast
  unfold ladderWeight mag
  ring
```

## (c) The largest possible weight

Show that $w_k\le\lfloor (n+1)^2/4\rfloor$ for every $k$.

For natural numbers $a$ and $b$,

$$(a+b)^2-4ab=(a-b)^2\ge0,$$

so $ab\le(a+b)^2/4$. Since $ab$ is an integer, it is also at most the integer part of the right-hand side. Set $a=k$ and $b=n+1-k$, whose sum is $n+1$, and use part (b).

The statement `aux` is the inequality for $a$ and $b$. The step `zify` moves it to the integers, where $a-b$ may be negative, and `nlinarith` is given the square $(a-b)^2$.

```lean
/-- No squared ladder coefficient exceeds the integer part of `(n+1)²/4`. -/
theorem ladderWeight_le (n : ℕ) (k : Fin (n + 1)) :
    ladderWeight n k ≤ (((n + 1) ^ 2 / 4 : ℕ) : ℝ) := by
  have aux : ∀ a b : ℕ, a * b ≤ (a + b) ^ 2 / 4 := by
    intro a b
    rw [Nat.le_div_iff_mul_le (by norm_num)]
    zify
    nlinarith [sq_nonneg ((a : ℤ) - b)]
  have hk := k.isLt
  have h := aux (k : ℕ) (n + 1 - (k : ℕ))
  rw [show (k : ℕ) + (n + 1 - (k : ℕ)) = n + 1 by omega] at h
  rw [ladderWeight_eq]
  exact Nat.cast_le.2 h
```

## (d) The states with the largest weight

Show that $w_k=\lfloor (n+1)^2/4\rfloor$ exactly when $-1\le m_k\le0$.

Apply part (a) to $k$ and $l=n+1-k$. Equality holds exactly when

$$k\le n+2-k\quad\text{and}\quad n+1-k\le k+1,$$

that is, when $2k\le n+2$ and $n\le2k$. Dividing by two and inserting $m_k=n/2-k$ turns the first condition into $m_k\ge-1$ and the second into $m_k\le0$.

For half-integer spin this selects the single state $m=-1/2$. For integer spin $j\ge1$ it selects $m=0$ and $m=-1$, and for spin 0 only $m=0$ exists. The asymmetry about $m=0$ reflects that the coefficient belongs to the step from $m$ to $m+1$.

In the proof, `hm` translates the condition on $m_k$ into the two inequalities for $k$, and `omega` matches them with those from part (a).

```lean
/-- The squared ladder coefficient equals the integer part of `(n+1)²/4` exactly for the
states with `-1 ≤ m ≤ 0`. -/
theorem ladderWeight_eq_max_iff (n : ℕ) (k : Fin (n + 1)) :
    ladderWeight n k = (((n + 1) ^ 2 / 4 : ℕ) : ℝ) ↔ -1 ≤ mag n k ∧ mag n k ≤ 0 := by
  have hm : (-1 ≤ mag n k ∧ mag n k ≤ 0) ↔ (2 * (k : ℕ) ≤ n + 2 ∧ n ≤ 2 * (k : ℕ)) := by
    rw [← Nat.cast_le (α := ℝ), ← Nat.cast_le (α := ℝ) (m := n)]
    push_cast
    unfold mag
    constructor <;> rintro ⟨h1, h2⟩ <;> constructor <;> linarith
  have hk := k.isLt
  have h := mul_eq_quarter_iff (k : ℕ) (n + 1 - (k : ℕ))
  rw [show (k : ℕ) + (n + 1 - (k : ℕ)) = n + 1 by omega] at h
  rw [ladderWeight_eq, Nat.cast_inj, hm, h]
  omega
```

## (e) The action on components

Show that $(J_+v)_i=\sqrt{w_{i+1}}\,v_{i+1}$ for $i=0,\dots,n-1$.

The component is $\sum_k (J_+)_{ik}v_k$. The matrix element vanishes unless $k=i+1$, so one term survives, and it is the stated one.

Here `i` has type `Fin n`. The expression `i.castSucc` is the same number regarded as an index of the larger basis, and `i.succ` is $i+1$. The lemma `Finset.sum_eq_single` reduces the sum to the surviving term.

```lean
/-- For `i < n`, component `i` of `J₊v` is component `i + 1` of `v` multiplied by the ladder
coefficient of state `i + 1`. -/
theorem Jplus_mulVec_castSucc (n : ℕ) (v : Fin (n + 1) → ℂ) (i : Fin n) :
    (Jplus n *ᵥ v) i.castSucc
      = ((Real.sqrt (ladderWeight n i.succ) : ℝ) : ℂ) * v i.succ := by
  simp only [Matrix.mulVec, dotProduct]
  rw [Finset.sum_eq_single i.succ]
  · simp [Jplus]
  · intro k _ hk
    have h : ¬ ((i.castSucc : Fin (n + 1)) : ℕ) + 1 = (k : ℕ) := fun h =>
      hk (Fin.ext (by rw [Fin.val_succ]; exact h.symm))
    simp only [Jplus, Matrix.of_apply, if_neg h, zero_mul]
  · intro h
    exact absurd (Finset.mem_univ _) h
```

## (f) The norm as a weighted sum

Show that $\|J_+v\|^2=\sum_{k=0}^{n}w_k|v_k|^2$.

The last component $(J_+v)_n$ is zero, since it would need a column with index $n+1$. Part (e) gives the others:

$$\|J_+v\|^2=\sum_{i=0}^{n-1}w_{i+1}|v_{i+1}|^2=\sum_{k=1}^{n}w_k|v_k|^2 .$$

The term $k=0$ may be added because $w_0=0$: the top state is annihilated.

Lean follows the same bookkeeping. `Fin.sum_univ_castSucc` splits the last term from the left-hand sum, `Fin.sum_univ_succ` splits the first term from the right-hand sum, and both of these terms vanish. The remaining sums agree term by term. Replacing $(\sqrt{w_k})^2$ by $w_k$ requires $w_k\ge0$, which follows from part (b).

```lean
/-- The squared norm of `J₊v` is the sum of the squared ladder coefficients weighted by the
populations `|v_k|²`. -/
theorem vecNormSq_Jplus (n : ℕ) (v : Fin (n + 1) → ℂ) :
    vecNormSq (Jplus n *ᵥ v) = ∑ k, ladderWeight n k * ‖v k‖ ^ 2 := by
  -- the top state is annihilated, and nothing is raised into the bottom state
  have h0 : ladderWeight n 0 = 0 := by simp [ladderWeight, mag]
  have hlast : (Jplus n *ᵥ v) (Fin.last n) = 0 := by
    simp only [Matrix.mulVec, dotProduct]
    apply Finset.sum_eq_zero
    intro k _
    have hk := k.isLt
    have h : ¬ ((Fin.last n : Fin (n + 1)) : ℕ) + 1 = (k : ℕ) := by
      rw [Fin.val_last]
      omega
    simp only [Jplus, Matrix.of_apply, if_neg h, zero_mul]
  unfold vecNormSq
  rw [Fin.sum_univ_castSucc, Fin.sum_univ_succ, h0, hlast, norm_zero, zero_mul, zero_add,
    zero_pow two_ne_zero, add_zero]
  refine Finset.sum_congr rfl fun i _ => ?_
  have hw : 0 ≤ ladderWeight n i.succ := by
    rw [ladderWeight_eq]
    exact Nat.cast_nonneg _
  rw [Jplus_mulVec_castSucc, norm_mul, mul_pow, Complex.norm_real, Real.norm_eq_abs, sq_abs,
    Real.sq_sqrt hw]
```

## (g) The vectors that reach the bound

Write $B=\lfloor (n+1)^2/4\rfloor$. Show that $\|J_+v\|^2=B\|v\|^2$ exactly when every nonzero component of $v$ belongs to a state with $-1\le m_k\le0$.

By part (f),

$$B\|v\|^2-\|J_+v\|^2=\sum_k(B-w_k)|v_k|^2 .$$

Part (c) makes every term non-negative, so the sum vanishes only if each term does. For each $k$ this means $v_k=0$ or $w_k=B$, and part (d) identifies the second case. The relative phases and sizes of the permitted components are free.

The lemma `Finset.sum_eq_sum_iff_of_le` expresses the argument about non-negative terms. Where $v_k\neq0$, the factor $|v_k|^2$ is cancelled to obtain $w_k=B$.

```lean
/-- A state satisfies `‖J₊v‖² = ⌊(n+1)²/4⌋ ‖v‖²` exactly when all its nonzero components
have `-1 ≤ m ≤ 0`. -/
theorem saturation_iff (n : ℕ) (v : Fin (n + 1) → ℂ) :
    vecNormSq (Jplus n *ᵥ v) = (((n + 1) ^ 2 / 4 : ℕ) : ℝ) * vecNormSq v ↔
      ∀ k, v k ≠ 0 → -1 ≤ mag n k ∧ mag n k ≤ 0 := by
  rw [vecNormSq_Jplus, vecNormSq, Finset.mul_sum, Finset.sum_eq_sum_iff_of_le
    (fun k _ => mul_le_mul_of_nonneg_right (ladderWeight_le n k) (sq_nonneg _))]
  constructor
  · intro h k hk
    exact (ladderWeight_eq_max_iff n k).1
      (mul_right_cancel₀ (pow_ne_zero 2 (norm_ne_zero_iff.2 hk)) (h k (Finset.mem_univ k)))
  · intro h k _
    by_cases hk : v k = 0
    · simp [hk]
    · rw [(ladderWeight_eq_max_iff n k).2 (h k hk)]
```

## (h) A bound that is attained for every spin

Show that $\|J_+v\|^2\le B\|v\|^2$ for every complex vector $v$, and that some nonzero $v$ gives equality.

The bound follows from parts (f) and (c):

$$\|J_+v\|^2=\sum_kw_k|v_k|^2\le B\sum_k|v_k|^2=B\|v\|^2 .$$

For equality take the basis state with $k=\lfloor (n+1)/2\rfloor$. If $n$ is even, then $k=n/2$ and $m_k=0$; if $n$ is odd, then $k=(n+1)/2$ and $m_k=-1/2$. Part (g) applies in both cases. For $n=0$ the matrix is zero and $B=0$, so the equality reads $0=0$.

The Lean statement joins the two claims with `∧`. The basis state is `Pi.single k 1`, which has the component 1 at `k` and 0 elsewhere. It is nonzero because its component at `k` is, and its only occupied state satisfies the condition of part (g).

```lean
/-- For spin `n/2`, `‖J₊v‖² ≤ ⌊(n+1)²/4⌋ ‖v‖²` for every complex vector, and some nonzero
vector attains equality. -/
theorem Jplus_sharp_bound (n : ℕ) :
    (∀ v : Fin (n + 1) → ℂ,
      vecNormSq (Jplus n *ᵥ v) ≤ (((n + 1) ^ 2 / 4 : ℕ) : ℝ) * vecNormSq v) ∧
    ∃ v : Fin (n + 1) → ℂ, v ≠ 0 ∧
      vecNormSq (Jplus n *ᵥ v) = (((n + 1) ^ 2 / 4 : ℕ) : ℝ) * vecNormSq v := by
  constructor
  · intro v
    rw [vecNormSq_Jplus, vecNormSq, Finset.mul_sum]
    exact Finset.sum_le_sum fun k _ =>
      mul_le_mul_of_nonneg_right (ladderWeight_le n k) (sq_nonneg _)
  · -- a basis state in the middle of the ladder
    obtain ⟨k, h1, h2⟩ : ∃ k : Fin (n + 1), 2 * (k : ℕ) ≤ n + 2 ∧ n ≤ 2 * (k : ℕ) :=
      ⟨⟨(n + 1) / 2, by omega⟩, by show 2 * ((n + 1) / 2) ≤ n + 2; omega,
        by show n ≤ 2 * ((n + 1) / 2); omega⟩
    have h1' : 2 * ((k : ℕ) : ℝ) ≤ n + 2 := by exact_mod_cast h1
    have h2' : (n : ℝ) ≤ 2 * ((k : ℕ) : ℝ) := by exact_mod_cast h2
    refine ⟨Pi.single k 1, ?_, (saturation_iff n _).2 ?_⟩
    · intro h
      have hk := congrFun h k
      simp at hk
    · intro i hi
      have hik : i = k := by
        by_contra hne
        exact hi (Pi.single_eq_of_ne hne 1)
      rw [hik]
      unfold mag
      constructor <;> linarith
```

## (i) The operator norm

Show that the operator norm of $J_+$ on Euclidean space is $\sqrt B$.

The operator norm is the smallest $C\ge0$ with $\|J_+v\|\le C\|v\|$ for all $v$. Taking square roots in part (h) shows that $C=\sqrt B$ is sufficient. Conversely, insert the nonzero vector that gives equality:

$$B\|v\|^2=\|J_+v\|^2\le\|J_+\|^2\|v\|^2 .$$

Division by $\|v\|^2>0$ gives $\sqrt B\le\|J_+\|$. In terms of the spin, the norm is $j+\tfrac12$ for half-integer $j$ and $\sqrt{j(j+1)}$ for integer $j$.

`Matrix.toEuclideanCLM` turns the matrix into a continuous linear map on `EuclideanSpace ℂ (Fin (n + 1))`, where the norm is the Hilbert-space one. The auxiliary facts `key` and `key2` identify squared norms there with `vecNormSq`. The two inequalities are then combined by `le_antisymm`.

```lean
/-- The operator norm of the spin `n/2` raising matrix on Euclidean space is
`√⌊(n+1)²/4⌋`. -/
theorem Jplus_opNorm (n : ℕ) :
    ‖Matrix.toEuclideanCLM (n := Fin (n + 1)) (𝕜 := ℂ) (Jplus n)‖
      = Real.sqrt (((n + 1) ^ 2 / 4 : ℕ) : ℝ) := by
  have key : ∀ x : EuclideanSpace ℂ (Fin (n + 1)),
      ‖Matrix.toEuclideanCLM (n := Fin (n + 1)) (𝕜 := ℂ) (Jplus n) x‖ ^ 2
        = vecNormSq (Jplus n *ᵥ x.ofLp) := by
    intro x
    rw [EuclideanSpace.norm_sq_eq]
    rfl
  have key2 : ∀ x : EuclideanSpace ℂ (Fin (n + 1)), ‖x‖ ^ 2 = vecNormSq x.ofLp := by
    intro x
    rw [EuclideanSpace.norm_sq_eq]
    rfl
  obtain ⟨hbound, v, hv, he⟩ := Jplus_sharp_bound n
  apply le_antisymm
  · refine ContinuousLinearMap.opNorm_le_bound _ (Real.sqrt_nonneg _) fun x => ?_
    apply (pow_le_pow_iff_left₀ (norm_nonneg _) (by positivity) two_ne_zero).1
    rw [mul_pow, Real.sq_sqrt (Nat.cast_nonneg _), key, key2]
    exact hbound _
  · -- the saturating vector bounds the operator norm from below
    obtain ⟨k, hk⟩ := Function.ne_iff.1 hv
    have hpos : 0 < vecNormSq v :=
      Finset.sum_pos' (fun i _ => sq_nonneg _)
        ⟨k, Finset.mem_univ k, pow_pos (norm_pos_iff.2 hk) 2⟩
    have h2 := pow_le_pow_left₀ (norm_nonneg _)
      ((Matrix.toEuclideanCLM (n := Fin (n + 1)) (𝕜 := ℂ) (Jplus n)).le_opNorm
        (WithLp.toLp 2 v)) 2
    rw [mul_pow, key, key2] at h2
    refine Real.sqrt_le_iff.2 ⟨norm_nonneg _, le_of_mul_le_mul_right ?_ hpos⟩
    rw [← he]
    exact h2

end

end LadderMatrixNorm
```

```lean
#print axioms LadderMatrixNorm.Jplus_opNorm
```

```
'LadderMatrixNorm.Jplus_opNorm' depends on axioms: [propext, Classical.choice, Quot.sound]
```

## Building the matrix and bounding an exchange term

In a spin code, part (b) gives the superdiagonal directly. With NumPy imported as `np` and `k = np.arange(1, n+1)`, the matrix is `np.diag(np.sqrt(k*(n+1-k)), 1)`. Its largest singular value, `np.linalg.norm(Jp, 2)` if the matrix is called `Jp`, should agree with `np.sqrt((n+1)**2 // 4)` up to rounding.

For two spins of the same finite size $n/2$, the norm also bounds the flip-flop part of an exchange Hamiltonian, $\tfrac{g}{2}(S_1^+S_2^-+S_1^-S_2^+)$ with coupling constant $g$. The lowering matrix is the adjoint of the raising matrix and has the same norm, and norms multiply under tensor products, so each of the two products has norm $B$. The triangle inequality then bounds the whole term by $|g|B$, in general not sharply. Such an estimate can help in choosing a time step when the propagator is expanded in powers of the Hamiltonian.
